# Time-reversal invariance of the spin-orbit kernel −i f′(a·b) (a × b)·σ/2

For a real function f and real three-vectors a and b, the spin-orbit kernel K = −i f′(a·b) (a × b)·σ/2 is a 2 × 2 complex matrix acting on the spin of one electron. The theorem says that σ_y K* σ_y = K, where K* is the entrywise complex conjugate and a and b are held fixed. It doesn't assume that f is differentiable, since Lean's `deriv` is zero where the derivative does not exist. The proof writes K out as an explicit matrix, replaces f′(a·b) by an arbitrary real number and a × b by an arbitrary real vector, and compares the real and imaginary parts of each of the four entries.

This version doesn't compile in Lean 4 with Mathlib:

```lean
import Mathlib

open Matrix

namespace SoKernelTimeReversal

noncomputable section

/-- The three Pauli matrices. -/
def pauli : Fin 3 → Matrix (Fin 2) (Fin 2) ℂ :=
  ![!![0, 1; 1, 0], !![0, -Complex.I; Complex.I, 0], !![1, 0; 0, -1]]

/-- The contraction `v · σ / 2` of a complex vector with the electron spin. -/
def spinDot (v : Fin 3 → ℂ) : Matrix (Fin 2) (Fin 2) ℂ :=
  ∑ k, v k • ((1 / 2 : ℂ) • pauli k)

/-- The spin-orbit kernel `K(a, b) = -i f'(a · b) (a × b) · σ / 2`, for differentiable `f`. -/
def soKernel (f : ℝ → ℝ) (a b : Fin 3 → ℝ) : Matrix (Fin 2) (Fin 2) ℂ :=
  spinDot fun k => -Complex.I * ((deriv f (a ⬝ᵥ b) : ℝ) : ℂ) * (((a ⨯₃ b) k : ℝ) : ℂ)

variable {f : ℝ → ℝ} {b x : Fin 3 → ℝ}

lemma spinDot_eq (v : Fin 3 → ℂ) : spinDot v =
    !![v 2 / 2, (v 0 - Complex.I * v 1) / 2; (v 0 + Complex.I * v 1) / 2, -v 2 / 2] := by
  ext i j
  fin_cases i <;> fin_cases j <;> simp [spinDot, pauli, Fin.sum_univ_three] <;> ring

/-- The spin-orbit kernel is invariant under time reversal: `σ_y K* σ_y = K`, where `K*` is the
entrywise complex conjugate. -/
theorem soKernel_timeReversal (f : ℝ → ℝ) (a b : Fin 3 → ℝ) :
    pauli 1 * (soKernel f a b).map (starRingEnd ℂ) * pauli 1 = soKernel f a b := by
  rw [soKernel, spinDot_eq]
  generalize deriv f (a ⬝ᵥ b) = d
  generalize a ⨯₃ b = c
  ext i j
  simp only [Matrix.mul_apply, Fin.sum_univ_two, Matrix.map_apply]
  fin_cases i <;> fin_cases j <;> apply Complex.ext <;> simp [pauli] <;> ring

end

end SoKernelTimeReversal
```

The compiler's answer:

```
Try this:
  [apply] ring_nf
  
  The `ring` tactic failed to close the goal. Use `ring_nf` to obtain a normal form.
    
  Note that `ring` works primarily in *commutative* rings. If you have a noncommutative ring, abelian group or module, consider using `noncomm_ring`, `abel` or `module` instead.
Try this:
  [apply] ring_nf
  
  The `ring` tactic failed to close the goal. Use `ring_nf` to obtain a normal form.
    
  Note that `ring` works primarily in *commutative* rings. If you have a noncommutative ring, abelian group or module, consider using `noncomm_ring`, `abel` or `module` instead.
Try this:
  [apply] ring_nf
  
  The `ring` tactic failed to close the goal. Use `ring_nf` to obtain a normal form.
    
  Note that `ring` works primarily in *commutative* rings. If you have a noncommutative ring, abelian group or module, consider using `noncomm_ring`, `abel` or `module` instead.
Try this:
  [apply] ring_nf
  
  The `ring` tactic failed to close the goal. Use `ring_nf` to obtain a normal form.
    
  Note that `ring` works primarily in *commutative* rings. If you have a noncommutative ring, abelian group or module, consider using `noncomm_ring`, `abel` or `module` instead.
Try this:
  [apply] ring_nf
  
  The `ring` tactic failed to close the goal. Use `ring_nf` to obtain a normal form.
    
  Note that `ring` works primarily in *commutative* rings. If you have a noncommutative ring, abelian group or module, consider using `noncomm_ring`, `abel` or `module` instead.
Try this:
  [apply] ring_nf
  
  The `ring` tactic failed to close the goal. Use `ring_nf` to obtain a normal form.
    
  Note that `ring` works primarily in *commutative* rings. If you have a noncommutative ring, abelian group or module, consider using `noncomm_ring`, `abel` or `module` instead.
Try this:
  [apply] ring_nf
  
  The `ring` tactic failed to close the goal. Use `ring_nf` to obtain a normal form.
    
  Note that `ring` works primarily in *commutative* rings. If you have a noncommutative ring, abelian group or module, consider using `noncomm_ring`, `abel` or `module` instead.
Try this:
  [apply] ring_nf
  
  The `ring` tactic failed to close the goal. Use `ring_nf` to obtain a normal form.
    
  Note that `ring` works primarily in *commutative* rings. If you have a noncommutative ring, abelian group or module, consider using `noncomm_ring`, `abel` or `module` instead.
Main.lean:31:81: error: unsolved goals
case «0».«0».a
f : ℝ → ℝ
a b : Fin 3 → ℝ
d : ℝ
c : Fin 3 → ℝ
⊢ (-(Complex.I * ↑d * ↑(c 2) * ((starRingEnd ℂ) 2)⁻¹)).re = 0

case «0».«0».a
f : ℝ → ℝ
a b : Fin 3 → ℝ
d : ℝ
c : Fin 3 → ℝ
⊢ (-(Complex.I * ↑d * ↑(c 2) * ((starRingEnd ℂ) 2)⁻¹)).im = d * c 2 * (-1 / 2)

case «0».«1».a
f : ℝ → ℝ
a b : Fin 3 → ℝ
d : ℝ
c : Fin 3 → ℝ
⊢ -(Complex.I * ↑d * ↑(c 0) * ((starRingEnd ℂ) 2)⁻¹ - Complex.I ^ 2 * ↑d * ↑(c 1) * ((starRingEnd ℂ) 2)⁻¹).re =
    d * c 1 * (-1 / 2)

case «0».«1».a
f : ℝ → ℝ
a b : Fin 3 → ℝ
d : ℝ
c : Fin 3 → ℝ
⊢ -(Complex.I * ↑d * ↑(c 0) * ((starRingEnd ℂ) 2)⁻¹ - Complex.I ^ 2 * ↑d * ↑(c 1) * ((starRingEnd ℂ) 2)⁻¹).im =
    d * c 0 * (-1 / 2)

case «1».«0».a
f : ℝ → ℝ
a b : Fin 3 → ℝ
d : ℝ
c : Fin 3 → ℝ
⊢ -(Complex.I * ↑d * ↑(c 0) * ((starRingEnd ℂ) 2)⁻¹ + Complex.I ^ 2 * ↑d * ↑(c 1) * ((starRingEnd ℂ) 2)⁻¹).re =
    d * c 1 * (1 / 2)

case «1».«0».a
f : ℝ → ℝ
a b : Fin 3 → ℝ
d : ℝ
c : Fin 3 → ℝ
⊢ -(Complex.I * ↑d * ↑(c 0) * ((starRingEnd ℂ) 2)⁻¹ + Complex.I ^ 2 * ↑d * ↑(c 1) * ((starRingEnd ℂ) 2)⁻¹).im =
    d * c 0 * (-1 / 2)

case «1».«1».a
f : ℝ → ℝ
a b : Fin 3 → ℝ
d : ℝ
c : Fin 3 → ℝ
⊢ (Complex.I * ↑d * ↑(c 2) * ((starRingEnd ℂ) 2)⁻¹).re = 0

case «1».«1».a
f : ℝ → ℝ
a b : Fin 3 → ℝ
d : ℝ
c : Fin 3 → ℝ
⊢ (Complex.I * ↑d * ↑(c 2) * ((starRingEnd ℂ) 2)⁻¹).im = d * c 2 * (1 / 2)
```

The repair, with which the file compiles:

```diff
@@ -34,6 +34,8 @@
   generalize a ⨯₃ b = c
   ext i j
+  have h2 : (starRingEnd ℂ) (2 : ℂ) = 2 := by
+    apply Complex.ext <;> simp only [Complex.conj_re, Complex.conj_im, Complex.im_ofNat, neg_zero]
   simp only [Matrix.mul_apply, Fin.sum_univ_two, Matrix.map_apply]
-  fin_cases i <;> fin_cases j <;> apply Complex.ext <;> simp [pauli] <;> ring
+  fin_cases i <;> fin_cases j <;> apply Complex.ext <;> simp [pauli, h2] <;> ring
 
 end
```

Cause. The error lists eight unsolved goals, the real and imaginary parts of the four entries. The "Try this" messages say that `ring` could not close them.

Every goal contains `((starRingEnd ℂ) 2)⁻¹`, the inverse of the complex conjugate of 2. It comes from the halves in the explicit matrix: `simp` carried the conjugation through the division but did not reduce the conjugate of 2 to 2. With the denominator in that form, `simp` did not take real and imaginary parts through the division, so `.re` and `.im` stayed around whole expressions. `ring` does not know the rules for real and imaginary parts or for conjugation, and could not finish.

The repair proves `h2`, that the conjugate of 2 is 2, by comparing real and imaginary parts, and gives it to the final `simp`. The denominator is then the plain numeral 2, `simp` can take the parts through the division, and any goals it leaves are real identities that `ring` can prove.
